# Averaging a force model over a finite point group never raises its summed squared error against equivariant forces on a dataset closed under the group

My learned force model has no rotational symmetry built in. I want to repair that by evaluating it on the 24 rotated copies of each structure given by the rotations of a cube, turning the predicted forces back and taking the mean. But in some orientations the raw model is nearly exact, and the mean mixes in predictions from orientations where it is poor. Can't this make my forces worse overall?

## Worse in one orientation, never in the total

Not overall, provided that the dataset contains every rotated copy of its structures and the reference forces rotate with the atoms. The summed squared error then stays the same or falls, and it stays the same only if averaging changes no prediction on the dataset. The averaged model is also exactly equivariant under the group: transforming the atoms transforms its forces in the same way.

Your worry is justified for a single orientation. Take one atom on a line that a spring ties to the origin, the group {1, −1}, the configurations x = 1 and x = −1, and the reference force T(x) = −x. Let the model give F(1) = −1, which is exact, and F(−1) = 1.4. The average gives −1.2 and 1.2. The error at x = 1 has grown from 0 to 0.04, but the total has fallen from 0.16 to 0.08.

## The error splits into two sums of squares

Let x = (x_1, …, x_N) be the positions of N atoms in d dimensions, and let F(x) be the model's forces on them. An orthogonal matrix g acts on every atom, (gx)_a = g x_a, and on forces in the same way. Write ⟨u, v⟩ = Σ_a u_a · v_a and |u|² = ⟨u, u⟩. Since gᵀg = 1,

⟨gu, gv⟩ = Σ_a u_a · (gᵀg v_a) = ⟨u, v⟩.

For a finite group G of |G| such matrices, the averaged model is

F̄(x) = (1/|G|) Σ_g g⁻¹F(gx).

It is equivariant. For h in G, put s = gh, so that g⁻¹ = hs⁻¹. As g runs through G, so does s, and

F̄(hx) = (1/|G|) Σ_g g⁻¹F(ghx) = h (1/|G|) Σ_s s⁻¹F(sx) = hF̄(x).

Now let D be a finite set of configurations that contains gx whenever it contains x, for every g in G. Let H be any field with H(gx) = gH(x) on D. For each g,

Σ_x ⟨g⁻¹F(gx), H(x)⟩ = Σ_x ⟨F(gx), gH(x)⟩ = Σ_x ⟨F(gx), H(gx)⟩ = Σ_x ⟨F(x), H(x)⟩,

with x running over D. The last step holds because x → gx only permutes D. Taking the mean over g gives

Σ_x ⟨F̄(x), H(x)⟩ = Σ_x ⟨F(x), H(x)⟩.

Let T be the reference forces, equivariant on D. Then H = F̄ − T is equivariant on D too. Write F − T = (F − F̄) + (F̄ − T) and expand the square. The cross term is 2 Σ_x ⟨F(x) − F̄(x), H(x)⟩ = 0, so

Σ_x |F(x) − T(x)|² = Σ_x |F̄(x) − T(x)|² + Σ_x |F(x) − F̄(x)|².

The last sum is never negative, and it vanishes exactly when F̄ = F on D. In the one-atom example the identity reads 0.16 = 0.08 + 0.08.

With any other equivariant field in place of T, the same identity shows that none is closer to F on D than F̄ is.

## What the Lean theorems say

`Config N d` holds N real vectors with d components and serves for both positions and forces. `Ortho d` is the group of orthogonal matrices. Despite its name, `rotate` therefore includes reflections. `G` is a subgroup of `Ortho d`, and `[Fintype G]` makes it finite. `pairing` is the scalar product ⟨u, v⟩, `average G F` is F̄, and `squaredError D F T` is the plain sum over the dataset, with no division by the number of structures or components and no square root.

The main theorem, `average_error_le`, has two hypotheses. `hD` says that the dataset is closed under G. `hT` says that the target is equivariant on it. Physically, `hT` holds for atoms without an external field or another fixed direction in space: the energy does not change when all atoms are rotated or reflected together, so the forces turn with them. It also holds in an external field that every element of G leaves unchanged, such as the spring in the one-atom example. The conclusion is the inequality together with the equality condition `∀ x ∈ D, average G F x = F x`.

The model F is an arbitrary function. It need not be continuous or derive from an energy. Each configuration in `D` counts once, with equal weight. All of them consist of the same N atoms, with the same elements in the same order; for a dataset with several compositions, the theorem applies to each composition separately, and the inequalities add up. Periodic cells, exchange of identical atoms and the average over all rotations are not treated.

For molecular dynamics with a learned potential, the result means that symmetrizing over a finite group does not raise the summed squared force error on such a closed dataset. The step from there to the configurations that a trajectory visits is not supplied by the hypotheses; it depends on how well the dataset represents them.

```lean
import Mathlib

open Matrix

namespace ForceSymmetrization

noncomputable section

/-- Positions of `N` atoms in `d` dimensions, or the forces on them. -/
abbrev Config (N d : ℕ) := Fin N → Fin d → ℝ

/-- The orthogonal `d × d` matrices: rotations, reflections and their products. -/
abbrev Ortho (d : ℕ) := ↥(Matrix.orthogonalGroup (Fin d) ℝ)

variable {N d : ℕ}

/-- An orthogonal matrix acts on the vector of every atom at once. -/
def rotate (g : Ortho d) : Config N d →ₗ[ℝ] Config N d where
  toFun x := fun a => (g : Matrix (Fin d) (Fin d) ℝ) *ᵥ x a
  map_add' x y := funext fun a => Matrix.mulVec_add _ (x a) (y a)
  map_smul' c x := funext fun a => Matrix.mulVec_smul _ c (x a)

/-- The scalar product of two force arrays, summed over atoms. -/
def pairing (u v : Config N d) : ℝ := ∑ a, u a ⬝ᵥ v a

/-- A force model is equivariant on `S` if transforming a configuration in `S` by an
element of `G` transforms the forces in the same way. -/
def EquivariantOn (G : Subgroup (Ortho d)) (S : Set (Config N d))
    (F : Config N d → Config N d) : Prop :=
  ∀ g ∈ G, ∀ x ∈ S, F (rotate g x) = rotate g (F x)

/-- The group average of a force model: the mean of `g⁻¹ F(g x)` over `G`. -/
def average (G : Subgroup (Ortho d)) [Fintype G]
    (F : Config N d → Config N d) (x : Config N d) : Config N d :=
  (Fintype.card G : ℝ)⁻¹ •
    ∑ g : G, rotate (g : Ortho d)⁻¹ (F (rotate (g : Ortho d) x))

/-- The squared force error of `F` against `T`, summed over the dataset `D`. -/
def squaredError (D : Finset (Config N d)) (F T : Config N d → Config N d) : ℝ :=
  ∑ x ∈ D, pairing (F x - T x) (F x - T x)

/-- Acting with a product of matrices is acting with one after the other. -/
theorem rotate_mul (g h : Ortho d) (x : Config N d) :
    rotate (g * h) x = rotate g (rotate h x) :=
  funext fun a => (Matrix.mulVec_mulVec (x a) _ _).symm

/-- An orthogonal transformation and its inverse undo each other, in either order. -/
theorem rotate_cancel (g : Ortho d) (x : Config N d) :
    rotate g (rotate g⁻¹ x) = x ∧ rotate g⁻¹ (rotate g x) = x := by
  have h1 : rotate (1 : Ortho d) x = x := funext fun a => Matrix.one_mulVec (x a)
  constructor
  · rw [← rotate_mul, mul_inv_cancel, h1]
  · rw [← rotate_mul, inv_mul_cancel, h1]

/-- Orthogonal transformations preserve the scalar product of force arrays. -/
theorem pairing_rotate (g : Ortho d) (u v : Config N d) :
    pairing (rotate g u) (rotate g v) = pairing u v := by
  have hg : (g : Matrix (Fin d) (Fin d) ℝ)ᵀ * (g : Matrix (Fin d) (Fin d) ℝ) = 1 := by
    have h := Matrix.mem_unitaryGroup_iff'.1 g.2
    rwa [Matrix.star_eq_conjTranspose,
      Matrix.conjTranspose_eq_transpose_of_trivial] at h
  refine Finset.sum_congr rfl fun a _ => ?_
  change ((g : Matrix (Fin d) (Fin d) ℝ) *ᵥ u a) ⬝ᵥ
    ((g : Matrix (Fin d) (Fin d) ℝ) *ᵥ v a) = u a ⬝ᵥ v a
  rw [Matrix.dotProduct_mulVec, ← Matrix.vecMul_transpose, Matrix.vecMul_vecMul, hg,
    Matrix.vecMul_one]

/-- The scalar product with a scaled sum of force arrays is the scaled sum of the
scalar products. -/
theorem pairing_smul_sum {ι : Type*} [Fintype ι] (c : ℝ) (f : ι → Config N d)
    (v : Config N d) : pairing (c • ∑ i, f i) v = c * ∑ i, pairing (f i) v := by
  simp only [pairing, dotProduct, Pi.smul_apply, Finset.sum_apply, smul_eq_mul,
    Finset.mul_sum, Finset.sum_mul]
  symm
  rw [Finset.sum_comm]
  refine Finset.sum_congr rfl fun a _ => ?_
  rw [Finset.sum_comm]
  simp only [mul_assoc]

/-- Averaging over a finite group makes any force model equivariant, at every
configuration. -/
theorem average_equivariant (G : Subgroup (Ortho d)) [Fintype G]
    (F : Config N d → Config N d) : EquivariantOn G Set.univ (average G F) := by
  intro h hh x _
  simp only [average, map_smul, map_sum]
  congr 1
  -- replace the summation variable `g` by `g * h`
  refine Fintype.sum_equiv (Equiv.mulRight (⟨h, hh⟩ : G)) _ _ fun g => ?_
  change rotate (g : Ortho d)⁻¹ (F (rotate (g : Ortho d) (rotate h x))) =
    rotate h (rotate ((g : Ortho d) * h)⁻¹ (F (rotate ((g : Ortho d) * h) x)))
  rw [rotate_mul (g : Ortho d) h x, ← rotate_mul h, _root_.mul_inv_rev,
    mul_inv_cancel_left]

/-- Averaging leaves a force model unchanged wherever it is already equivariant. -/
theorem average_of_equivariant (G : Subgroup (Ortho d)) [Fintype G]
    {S : Set (Config N d)} {F : Config N d → Config N d} (hF : EquivariantOn G S F)
    {x : Config N d} (hx : x ∈ S) : average G F x = F x := by
  have h : ∀ g : G, rotate (g : Ortho d)⁻¹ (F (rotate (g : Ortho d) x)) = F x := by
    intro g
    rw [hF g g.2 x hx, (rotate_cancel (g : Ortho d) _).2]
  have hc : (Fintype.card G : ℝ) ≠ 0 := Nat.cast_ne_zero.2 Fintype.card_ne_zero
  simp only [average, h, Finset.sum_const, Finset.card_univ]
  rw [← Nat.cast_smul_eq_nsmul ℝ, smul_smul, inv_mul_cancel₀ hc, one_smul]

/-- On a `G`-closed dataset, a force model and its average have the same summed scalar
product with any field that is equivariant there. -/
theorem sum_pairing_average (G : Subgroup (Ortho d)) [Fintype G]
    (D : Finset (Config N d)) (hD : ∀ g ∈ G, ∀ x ∈ D, rotate g x ∈ D)
    (F H : Config N d → Config N d) (hH : EquivariantOn G (D : Set (Config N d)) H) :
    ∑ x ∈ D, pairing (average G F x) (H x) = ∑ x ∈ D, pairing (F x) (H x) := by
  -- each group element only permutes the dataset
  have key : ∀ g : G, ∑ x ∈ D,
      pairing (rotate (g : Ortho d)⁻¹ (F (rotate (g : Ortho d) x))) (H x) =
        ∑ x ∈ D, pairing (F x) (H x) := by
    intro g
    refine Finset.sum_nbij' (fun x => rotate (g : Ortho d) x)
      (fun x => rotate (g : Ortho d)⁻¹ x) (fun x hx => hD g g.2 x hx)
      (fun x hx => hD _ (G.inv_mem g.2) x hx)
      (fun x _ => (rotate_cancel (g : Ortho d) x).2)
      (fun x _ => (rotate_cancel (g : Ortho d) x).1) fun x hx => ?_

    rw [hH g g.2 x hx, ← pairing_rotate (g : Ortho d) (rotate (g : Ortho d)⁻¹ _) (H x),
      (rotate_cancel (g : Ortho d) _).1]
  have hc : (Fintype.card G : ℝ) ≠ 0 := Nat.cast_ne_zero.2 Fintype.card_ne_zero
  simp only [average, pairing_smul_sum]
  rw [← Finset.mul_sum, Finset.sum_comm, Finset.sum_congr rfl (fun g _ => key g),
    Finset.sum_const, Finset.card_univ, nsmul_eq_mul, inv_mul_cancel_left₀ hc]

/-- On a `G`-closed dataset with an equivariant target, the error of a force model is the
error of its average plus the squared distance between the model and its average. -/
theorem error_decomposition (G : Subgroup (Ortho d)) [Fintype G]
    (D : Finset (Config N d)) (hD : ∀ g ∈ G, ∀ x ∈ D, rotate g x ∈ D)
    (F T : Config N d → Config N d) (hT : EquivariantOn G (D : Set (Config N d)) T) :
    squaredError D F T =
      squaredError D (average G F) T + squaredError D F (average G F) := by
  have hH : EquivariantOn G (D : Set (Config N d)) (fun x => average G F x - T x) := by
    intro g hg x hx
    change average G F (rotate g x) - T (rotate g x) = rotate g (average G F x - T x)
    rw [average_equivariant G F g hg x (Set.mem_univ x), hT g hg x hx, map_sub]
  -- the cross term vanishes after summation over the dataset
  have cross := sum_pairing_average G D hD F _ hH
  have expand : ∀ u v w : Config N d, pairing (u - w) (u - w) =
      pairing (v - w) (v - w) + pairing (u - v) (u - v) +
        2 * (pairing u (v - w) - pairing v (v - w)) := by
    intro u v w
    simp only [pairing, dotProduct, Pi.sub_apply, ← Finset.sum_sub_distrib,
      Finset.mul_sum, ← Finset.sum_add_distrib]
    refine Finset.sum_congr rfl fun a _ => Finset.sum_congr rfl fun k _ => ?_
    ring
  have total := Finset.sum_congr (rfl : D = D)
    fun x _ => expand (F x) (average G F x) (T x)
  simp only [Finset.sum_add_distrib, ← Finset.mul_sum, Finset.sum_sub_distrib] at total
  unfold squaredError
  linarith

/-- On a `G`-closed dataset with an equivariant target, averaging never increases the
summed squared error, and keeps it equal exactly when the model is unchanged there. -/
theorem average_error_le (G : Subgroup (Ortho d)) [Fintype G]
    (D : Finset (Config N d)) (hD : ∀ g ∈ G, ∀ x ∈ D, rotate g x ∈ D)
    (F T : Config N d → Config N d) (hT : EquivariantOn G (D : Set (Config N d)) T) :
    squaredError D (average G F) T ≤ squaredError D F T ∧
      (squaredError D (average G F) T = squaredError D F T ↔
        ∀ x ∈ D, average G F x = F x) := by
  have split := error_decomposition G D hD F T hT
  have hnn : ∀ u : Config N d, 0 ≤ pairing u u := fun u =>
    Finset.sum_nonneg fun a _ => Finset.sum_nonneg fun k _ => mul_self_nonneg (u a k)
  have hpos : 0 ≤ squaredError D F (average G F) := Finset.sum_nonneg fun x _ => hnn _
  refine ⟨by linarith, fun h x hx => ?_, fun h => ?_⟩
  · -- a vanishing sum of squares has only vanishing terms
    have h0 : squaredError D F (average G F) = 0 := by linarith
    have h1 := (Finset.sum_eq_zero_iff_of_nonneg fun x _ => hnn _).1 h0 x hx
    funext a k
    have h2 := (Finset.sum_eq_zero_iff_of_nonneg fun a _ =>
      Finset.sum_nonneg fun k _ => mul_self_nonneg ((F x - average G F x) a k)).1 h1 a
        (Finset.mem_univ a)
    have h3 := (Finset.sum_eq_zero_iff_of_nonneg fun k _ =>
      mul_self_nonneg ((F x - average G F x) a k)).1 h2 k (Finset.mem_univ k)
    have h4 : F x a k - average G F x a k = 0 := mul_self_eq_zero.1 h3
    linarith
  · exact Finset.sum_congr rfl fun x hx => by rw [h x hx]

/-- On a `G`-closed dataset, no model that is equivariant there is closer to `F` in summed
squared error than the average of `F`. -/
theorem average_closest (G : Subgroup (Ortho d)) [Fintype G]
    (D : Finset (Config N d)) (hD : ∀ g ∈ G, ∀ x ∈ D, rotate g x ∈ D)
    (F H : Config N d → Config N d) (hH : EquivariantOn G (D : Set (Config N d)) H) :
    squaredError D F (average G F) ≤ squaredError D F H := by
  have split := error_decomposition G D hD F H hH
  have hpos : 0 ≤ squaredError D (average G F) H :=
    Finset.sum_nonneg fun x _ => Finset.sum_nonneg fun a _ =>
      Finset.sum_nonneg fun k _ => mul_self_nonneg ((average G F x - H x) a k)
  linarith

end

end ForceSymmetrization
```

```lean
#print axioms ForceSymmetrization.average_of_equivariant
#print axioms ForceSymmetrization.average_error_le
#print axioms ForceSymmetrization.average_closest
```

```
'ForceSymmetrization.average_of_equivariant' depends on axioms: [propext, Classical.choice, Quot.sound]
'ForceSymmetrization.average_error_le' depends on axioms: [propext, Classical.choice, Quot.sound]
'ForceSymmetrization.average_closest' depends on axioms: [propext, Classical.choice, Quot.sound]
```

## From matrix identities to the inequality

`rotate_mul`, `rotate_cancel` and `pairing_rotate` supply the rules for composing, undoing and moving transformations through the scalar product. `pairing_smul_sum` takes the factor 1/|G| and the group sum out of a scalar product.

`average_equivariant` is the substitution s = gh, carried out by `Fintype.sum_equiv` with right multiplication by h. `average_of_equivariant` shows that a model already equivariant on a set is unchanged there, because every term of the average equals F(x). Together these two give the equality case a second reading: on a closed dataset, F̄ = F holds exactly when F is itself equivariant there.

`sum_pairing_average` proves the equality of scalar products, first for one g (`key`) and then for the mean. `error_decomposition` applies it to F̄ − T. Its `expand` is the expanded square, checked component by component with `ring`, and `linarith` removes the cross term after summation.

`average_error_le` reads the inequality off this identity. For the equality case, it goes from a vanishing total to vanishing terms three times: over configurations, over atoms and over components. `average_closest` uses the identity with H as the target and discards the nonnegative distance between F̄ and H.

## Permuting the dataset with `Finset.sum_nbij'`

The central step, that x → gx only permutes D, is handled by `Finset.sum_nbij'`. This Mathlib lemma equates two finite sums when given a map, a map back, and five facts:

- The map sends D into D. This is `hD` for g.
- The map back sends D into D. This is `hD` for g⁻¹, which lies in G by `G.inv_mem`.
- Going there and back returns the starting point, and so does going back and there. These are the two halves of `rotate_cancel`.
- Corresponding terms agree: ⟨g⁻¹F(gx), H(x)⟩ = ⟨F(gx), H(gx)⟩.

No separate argument for injectivity or surjectivity is needed, since the explicit inverse provides both. The last fact is where the equivariance of H and the orthogonality of g enter.

## The average in a force evaluation

For your 24 rotations R_1, …, R_24, one symmetrized force call on a molecule proceeds as follows:

1. Multiply all position vectors by R_i, for each i.
2. Evaluate the model on the 24 rotated structures, for instance as one batch.
3. Multiply the forces from structure i by R_iᵀ, which is the inverse of R_i.
4. Take the mean over i, atom by atom.

This takes 24 model evaluations instead of one. The resulting forces are equivariant under these 24 rotations; a turn by 10° about a cube axis is not among them, and there the averaged model may still deviate.

The closed dataset is built with the same matrices: each reference structure is replaced by its 24 rotated copies, the unrotated one among them, and each copy carries the correspondingly rotated reference forces. Copies whose positions agree atom by atom, as for a linear molecule lying on a cube axis, count once in `D`. Copies that differ by an exchange of identical atoms are separate configurations, and all of them belong in `D`.
